# Nonzero site disorder of mean zero widens the total spectrum of a finite periodic single-orbital Bravais lattice

The virtual crystal approximation replaces the different atoms of an alloy by identical average atoms and reads the band edges from the resulting periodic problem. Taken alone, this leaves the sign of the error open. Disorder pushes some levels up and others down, so a supercell whose lowest level lies above the virtual-crystal edge looks as plausible as one whose lowest level lies below it.

Take a non-interacting model with one orbital per site, in which lattice translations connect all sites and the hopping is translation invariant whatever atoms sit where. In a finite periodic cell the sign is then fixed, provided that the virtual crystal is solved on the same cell with that cell's own average site energy. Every arrangement whose site energies are not all equal has its lowest level strictly below that of the virtual crystal and its highest level strictly above. In a finite supercell calculation of this kind, a lowest level clearly above that of the virtual crystal on the same cell points to a mistake, for example a wrong average energy. The edge of the infinite virtual crystal is not a safe reference, because it may belong to a wave vector that the finite cell does not contain.

## The alloy and its virtual crystal

Let the sites form a finite abelian group $G$: the ring $\mathbb Z/N$, or a product of such rings for a periodic cell in higher dimension. Let $T$ be the Hermitian, translation-invariant hopping matrix, $\varepsilon_x$ the energy of the atom on site $x$, and $\bar\varepsilon$ the average of these energies. The alloy Hamiltonian splits as

$$H = H_0 + V,\qquad H_0 = T+\bar\varepsilon,\qquad V(x)=\varepsilon_x-\bar\varepsilon .$$

Here $H_0$ is the virtual crystal. The potential $V$ sums to zero, and it is nonzero exactly when the site energies are not all equal. Statements that need no translations are made for a general finite set of sites `n`.

```lean
import Mathlib

open Matrix
open scoped ComplexOrder

namespace AlloyBandEdges

variable {n : Type*} [Fintype n] [DecidableEq n]
variable {G : Type*} [AddCommGroup G] [Fintype G] [DecidableEq G]
```

An energy level is a real $E$ for which $H\psi=E\psi$ has a solution $\psi\neq0$. The set `levels H` records no degeneracies. Since a Hermitian matrix has only real eigenvalues, restricting $E$ to real numbers loses nothing.

```lean
/-- The real energy levels of a matrix `H`: the real numbers `E` for which `H ψ = E ψ` has a
nonzero solution. -/
def levels {n : Type*} [Fintype n] (H : Matrix n n ℂ) : Set ℝ :=
  {E | ∃ ψ : n → ℂ, ψ ≠ 0 ∧ H *ᵥ ψ = (E : ℂ) • ψ}
```

The site energies enter as a diagonal matrix. A constant function $a$ gives $a$ times the identity, which is how energy shifts are written below.

```lean
/-- The diagonal matrix of real on-site energies `V`. -/
def sitePotential {n : Type*} [DecidableEq n] (V : n → ℝ) : Matrix n n ℂ :=
  diagonal fun x => (V x : ℂ)
```

Translation invariance means $H(x+t,y+t)=H(x,y)$ for all $t,x,y\in G$. The hopping may have any range and may be complex, as with a flux through the ring.

```lean
/-- A matrix on the lattice `G` is translation invariant if its entries are unchanged when both
sites are shifted by the same lattice vector. -/
def TranslationInvariant {G : Type*} [AddCommGroup G] (H : Matrix G G ℂ) : Prop :=
  ∀ t x y, H (x + t) (y + t) = H x y
```

The potential acts by $(V\psi)(x)=V(x)\psi(x)$.

```lean
/-- A site potential multiplies the amplitude on each site by the energy of that site. -/
theorem sitePotential_mulVec (V : n → ℝ) (ψ : n → ℂ) :
    sitePotential V *ᵥ ψ = fun x => (V x : ℂ) * ψ x := by
  ext x
  simp [sitePotential, mulVec_diagonal]
```

Because its entries are real and diagonal, it is Hermitian, and so is $H_0+V$.

```lean
omit [Fintype n] in
/-- A real site potential is Hermitian. -/
theorem sitePotential_isHermitian (V : n → ℝ) : (sitePotential V).IsHermitian := by
  ext i j
  by_cases h : i = j
  · subst h
    simp [sitePotential]
  · simp [sitePotential, h, Ne.symm h]
```

## Band edges as extreme levels

"Band edge" here means the lowest or highest level of the whole spectrum, not the edge of a gap inside it. To see that these extremes exist, start from the spectral theorem: a Hermitian $H$ has an orthonormal basis of eigenvectors $u_j$ with real eigenvalues, and each eigenvalue is a level in the above sense.

```lean
lemma eigenvalue_mem_levels {H : Matrix n n ℂ} (hH : H.IsHermitian) (j : n) :
    hH.eigenvalues j ∈ levels H := by
  refine ⟨(hH.eigenvectorBasis j).ofLp, ?_, ?_⟩
  · intro h0
    apply hH.eigenvectorBasis.orthonormal.ne_zero j
    ext x
    exact congrFun h0 x
  · ext x
    have h := congrFun (hH.mulVec_eigenvectorBasis j) x
    simpa using h
```

Every level is also a root of $\det(E-H)$, a nonzero polynomial, so there are finitely many. A nonempty finite set of real numbers has a minimum and a maximum. In Lean these are expressed by `IsLeast` and `IsGreatest`, and the edges assumed in the later theorems therefore always exist.

```lean
/-- A Hermitian matrix on a nonempty finite set of sites has a lowest and a highest level. -/
theorem exists_band_edges [Nonempty n] {H : Matrix n n ℂ} (hH : H.IsHermitian) :
    (∃ a, IsLeast (levels H) a) ∧ ∃ b, IsGreatest (levels H) b := by
  -- the levels are roots of the characteristic polynomial, hence finite in number
  have hfin : (levels H).Finite := by
    refine ((Polynomial.finite_setOfPred_isRoot H.charpoly_monic.ne_zero).preimage
      Complex.ofReal_injective.injOn).subset ?_
    rintro E ⟨ψ, hψ, hE⟩
    change H.charpoly.eval (E : ℂ) = 0
    rw [Matrix.eval_charpoly]
    refine Matrix.exists_mulVec_eq_zero_iff.mp ⟨ψ, hψ, ?_⟩
    rw [sub_mulVec, hE]
    ext x
    simp [scalar_apply]
  have hne : (levels H).Nonempty := ⟨_, eigenvalue_mem_levels hH (Classical.arbitrary n)⟩
  obtain ⟨a, ha, hmin⟩ := Set.exists_min_image _ id hfin hne
  obtain ⟨b, hb, hmax⟩ := Set.exists_max_image _ id hfin hne
  exact ⟨⟨a, ha, fun E hE => hmin E hE⟩, ⟨b, hb, fun E hE => hmax E hE⟩⟩
```

## The variational bound

Suppose that no level of $H$ lies below $a$, and let $\mu$ be an eigenvalue of $H-a$ with eigenvector $u$. Then $Hu=(a+\mu)u$, so $a+\mu$ is a level of $H$ and $\mu\ge0$. Expanding an arbitrary state $\varphi$ in the eigenvectors $u_j$ of $H-a$, with eigenvalues $\mu_j$, gives

$$\langle\varphi,(H-a)\varphi\rangle=\sum_j\mu_j\,|\langle u_j,\varphi\rangle|^2\ge0 .$$

This is positive semidefiniteness. The Lean proof establishes $\mu_j\ge0$ and takes the equivalence with `PosSemidef` from Mathlib.

```lean
/-- Variational principle: if no level of a Hermitian `H` lies below `a`, then `H - a` is
positive semidefinite. -/
theorem posSemidef_sub_of_le_levels {H : Matrix n n ℂ} (hH : H.IsHermitian) {a : ℝ}
    (ha : ∀ E ∈ levels H, a ≤ E) : (H - sitePotential fun _ => a).PosSemidef := by
  have hM := hH.sub (sitePotential_isHermitian fun _ : n => a)
  rw [hM.posSemidef_iff_eigenvalues_nonneg]
  intro j
  obtain ⟨ψ, hψ, hE⟩ := eigenvalue_mem_levels hM j
  -- an eigenvalue `μ` of `H - a` gives the level `a + μ` of `H`
  have hmem : a + hM.eigenvalues j ∈ levels H := by
    refine ⟨ψ, hψ, ?_⟩
    rw [sub_mulVec, sitePotential_mulVec] at hE
    ext x
    have h := congrFun hE x
    simp only [Pi.sub_apply, Pi.smul_apply, smul_eq_mul] at h
    simp only [Pi.smul_apply, smul_eq_mul, Complex.ofReal_add]
    linear_combination h
  have h := ha _ hmem
  change 0 ≤ hM.eigenvalues j
  linarith
```

## Translating a ground state

Write $\psi_t(x)=\psi(x+t)$. If $H_0\psi=E\psi$, then

$$(H_0\psi_t)(x)=\sum_y H_0(x,y)\,\psi(y+t)=\sum_y H_0(x+t,y+t)\,\psi(y+t)=(H_0\psi)(x+t)=E\,\psi_t(x).$$

Every translate has the same energy. The change of summation variable $y\mapsto y+t$ is the step done by `Equiv.sum_comp`.

```lean
omit [DecidableEq G] in
/-- For a translation-invariant matrix, every translate of a solution of `H ψ = E ψ` is again a
solution with the same `E`. -/
theorem mulVec_translate {H : Matrix G G ℂ} (hT : TranslationInvariant H) {ψ : G → ℂ} {E : ℂ}
    (hE : H *ᵥ ψ = E • ψ) (t : G) :
    H *ᵥ (fun x => ψ (x + t)) = E • fun x => ψ (x + t) := by
  ext x
  have h := congrFun hE (x + t)
  simp only [mulVec, dotProduct, Pi.smul_apply] at h ⊢
  rw [← h, ← Equiv.sum_comp (Equiv.addRight t) (fun y => H (x + t) y * ψ y)]
  refine Finset.sum_congr rfl fun y _ => ?_
  simp only [Equiv.coe_addRight]
  rw [hT t x y]
```

Now set $q_t=\sum_x V(x)|\psi(x+t)|^2$. For fixed $x$, the site $x+t$ runs once over the lattice as $t$ does, so

$$\sum_t q_t=\sum_x V(x)\sum_t|\psi(x+t)|^2=\Big(\sum_x V(x)\Big)\Big(\sum_y|\psi(y)|^2\Big).$$

The states are not normalised. The physical expectation value in $\psi_t$ is $q_t/\sum_y|\psi(y)|^2$, and these values add up to $\sum_x V(x)$. For a potential of mean zero they average to zero over the translates.

```lean
omit [DecidableEq G] in
/-- The unnormalised expectation `∑ x, V x * |ψ (x + t)|²` of a site potential, summed over all
translations `t`, is the sum of the potential times the squared norm of `ψ`. -/
theorem sum_translates_potential (V : G → ℝ) (ψ : G → ℂ) :
    ∑ t, ∑ x, V x * Complex.normSq (ψ (x + t)) =
      (∑ x, V x) * ∑ y, Complex.normSq (ψ y) := by
  rw [Finset.sum_comm, Finset.sum_mul]
  refine Finset.sum_congr rfl fun x _ => ?_
  rw [← Finset.mul_sum]
  congr 1
  exact Equiv.sum_comp (Equiv.addLeft x) (fun y => Complex.normSq (ψ y))
```

## The lowest level drops

Let $a$ and $a'$ be the lowest levels of $H_0$ and $H_0+V$, and suppose that $a\le a'$. By the variational bound, $M=H_0+V-a$ is positive semidefinite. Let $\psi$ be a ground state of $H_0$. Since $H_0\psi_t=a\psi_t$, only the potential survives:

$$M\psi_t=V\psi_t,\qquad \langle\psi_t,M\psi_t\rangle=q_t\ge0 .$$

The $q_t$ are nonnegative and sum to zero, so each of them vanishes. A positive semidefinite matrix can be written $M=B^\dagger B$, hence $\langle\psi_t,M\psi_t\rangle=\|B\psi_t\|^2=0$ forces $M\psi_t=0$. This gives

$$V(x)\,\psi(x+t)=0\quad\text{for all }x,t .$$

Choose a site $y$ with $\psi(y)\ne0$. For any $x$, the translation $t=y-x$ gives $V(x)\psi(y)=0$, so $V(x)=0$. Then $V$ vanishes everywhere, contrary to assumption, and therefore $a'<a$.

In the code, `hM` is the identity $M\psi_t=V\psi_t$, `hq` is $\langle\psi_t,V\psi_t\rangle=q_t$, `hnn` is $q_t\ge0$, and `hz` says that every $q_t$ is zero. The lemma `dotProduct_mulVec_zero_iff` supplies the passage from zero expectation to $M\psi_t=0$.

```lean
/-- A real site potential of mean zero that is not identically zero strictly lowers the lowest
level of a translation-invariant Hermitian matrix. -/
theorem bottom_lt {H₀ : Matrix G G ℂ} (hH : H₀.IsHermitian) (hT : TranslationInvariant H₀)
    {V : G → ℝ} (hV : ∑ x, V x = 0) (hV0 : V ≠ 0) {a a' : ℝ}
    (ha : IsLeast (levels H₀) a) (ha' : IsLeast (levels (H₀ + sitePotential V)) a') :
    a' < a := by
  by_contra hlt
  have hle : a ≤ a' := not_lt.mp hlt
  obtain ⟨ψ, hψ, hE⟩ := ha.1
  have hP := posSemidef_sub_of_le_levels (hH.add (sitePotential_isHermitian V))
    (fun E hE => hle.trans (ha'.2 hE))
  -- on a translated ground state, `H₀ + V - a` acts as `V` alone
  have hM : ∀ t, (H₀ + sitePotential V - sitePotential fun _ => a) *ᵥ (fun x => ψ (x + t)) =
      fun x => (V x : ℂ) * ψ (x + t) := by
    intro t
    rw [sub_mulVec, add_mulVec, mulVec_translate hT hE t, sitePotential_mulVec,
      sitePotential_mulVec]
    ext x
    simp only [Pi.sub_apply, Pi.add_apply, Pi.smul_apply, smul_eq_mul]
    ring
  have hq : ∀ t, star (fun x => ψ (x + t)) ⬝ᵥ (fun x => (V x : ℂ) * ψ (x + t)) =
      ((∑ x, V x * Complex.normSq (ψ (x + t)) : ℝ) : ℂ) := by
    intro t
    simp only [dotProduct, Pi.star_apply, Complex.ofReal_sum, Complex.ofReal_mul]
    refine Finset.sum_congr rfl fun x _ => ?_
    rw [Complex.normSq_eq_conj_mul_self, RCLike.star_def]
    ring
  have hnn : ∀ t ∈ Finset.univ, 0 ≤ ∑ x, V x * Complex.normSq (ψ (x + t)) := by
    intro t _
    have h := hP.dotProduct_mulVec_nonneg (fun x => ψ (x + t))
    rw [hM, hq] at h
    exact_mod_cast h
  -- nonnegative expectations with zero sum all vanish
  have hz := (Finset.sum_eq_zero_iff_of_nonneg hnn).mp
    (by rw [sum_translates_potential, hV, zero_mul])
  obtain ⟨y, hy⟩ := Function.ne_iff.mp hψ
  apply hV0
  ext x
  -- so `V` annihilates the translate that carries the amplitude at `y` to `x`
  have h := (hP.dotProduct_mulVec_zero_iff (fun z => ψ (z + (y - x)))).mp
    (by rw [hM, hq, hz _ (Finset.mem_univ _), Complex.ofReal_zero])
  rw [hM] at h
  have hx := congrFun h x
  simp only [add_sub_cancel, Pi.zero_apply] at hx
  exact_mod_cast (mul_eq_zero.mp hx).resolve_right hy
```

## The highest level rises

If $b$ is the highest level of $H$, then $-b$ is the lowest level of $-H$, with the same eigenvectors.

```lean
omit [DecidableEq n] in
lemma isLeast_neg {H : Matrix n n ℂ} {b : ℝ} (hb : IsGreatest (levels H) b) :
    IsLeast (levels (-H)) (-b) := by
  constructor
  · obtain ⟨ψ, hψ, hE⟩ := hb.1
    exact ⟨ψ, hψ, by rw [neg_mulVec, hE, Complex.ofReal_neg, neg_smul]⟩
  · rintro E ⟨ψ, hψ, hE⟩
    have h : -E ∈ levels H :=
      ⟨ψ, hψ, by rw [Complex.ofReal_neg, neg_smul, ← hE, neg_mulVec, neg_neg]⟩
    linarith [hb.2 h]
```

The matrix $-H_0$ is again Hermitian and translation invariant, and $-V$ again has mean zero and is not identically zero. Let $b$ and $b'$ be the highest levels of $H_0$ and $H_0+V$. The result for the lowest level, applied to $-H_0-V$, gives $-b'<-b$, that is $b<b'$.

In words, `spectrum_widens` says the following. Let $H_0$ be Hermitian (`hH`) and translation invariant (`hT`), and let $V$ be a real site potential that sums to zero (`hV`) and is not identically zero (`hV0`). Then the extreme levels satisfy $a'<a$ and $b<b'$. With the splitting above, this applies to every non-constant assignment of site energies, ordered or random. On a single site the conditions on $V$ contradict each other, so the first real case has two sites.

```lean
/-- A real site potential of mean zero that is not identically zero moves the lowest level of a
translation-invariant Hermitian matrix strictly down and the highest level strictly up. -/
theorem spectrum_widens {H₀ : Matrix G G ℂ} (hH : H₀.IsHermitian)
    (hT : TranslationInvariant H₀) {V : G → ℝ} (hV : ∑ x, V x = 0) (hV0 : V ≠ 0)
    {a b a' b' : ℝ} (ha : IsLeast (levels H₀) a) (hb : IsGreatest (levels H₀) b)
    (ha' : IsLeast (levels (H₀ + sitePotential V)) a')
    (hb' : IsGreatest (levels (H₀ + sitePotential V)) b') : a' < a ∧ b < b' := by
  refine ⟨bottom_lt hH hT hV hV0 ha ha', ?_⟩
  -- the top of the spectrum is the bottom of the sign-reversed problem
  have hs : -(H₀ + sitePotential V) = -H₀ + sitePotential (-V) := by
    ext i j
    by_cases h : i = j
    · subst h
      simp [sitePotential]
      ring
    · simp [sitePotential, h]
  have h' := isLeast_neg hb'
  rw [hs] at h'
  have h := bottom_lt hH.neg (fun t x y => congrArg Neg.neg (hT t x y))
    (V := -V) (by simp [hV]) (neg_ne_zero.mpr hV0) (isLeast_neg hb) h'
  linarith
```

The theorem gives no size for the shifts, and it concerns finite lattices, so it does not say whether the inequalities stay strict as the cell grows. It says nothing about inner gaps, about several orbitals per site or about lattices whose sites are not all related by translations. Applying the model to a real alloy also assumes that exchanging atoms changes only the site energies, whereas in a material the hopping between two sites also depends on which atoms occupy them.

## Two unequal sites: a spectrum that narrows

Hermiticity of $H_0$ alone is not enough for the conclusion. To see this, first take a system without hopping. If $V\psi=E\psi$ and $\psi(i)\neq0$, then $V(i)=E$; conversely, a state confined to site $i$ has energy $V(i)$. The levels are exactly the site energies.

```lean
/-- The levels of a site potential without hopping are exactly its on-site energies. -/
theorem levels_sitePotential (V : n → ℝ) : levels (sitePotential V) = Set.range V := by
  ext E
  constructor
  · rintro ⟨ψ, hψ, hE⟩
    obtain ⟨i, hi⟩ := Function.ne_iff.mp hψ
    rw [sitePotential_mulVec] at hE
    have h := congrFun hE i
    simp only [Pi.smul_apply, smul_eq_mul] at h
    exact ⟨i, Complex.ofReal_injective (mul_right_cancel₀ hi h)⟩
  · rintro ⟨i, rfl⟩
    refine ⟨Pi.single i 1, by simp, ?_⟩
    rw [sitePotential_mulVec]
    ext x
    by_cases h : x = i
    · subst h
      simp
    · simp [h]
```

Now take two sites with energies $0$ and $2$ and add the mean-zero potential $(1,-1)$:

$$\begin{pmatrix}0&0\\0&2\end{pmatrix}+\begin{pmatrix}1&0\\0&-1\end{pmatrix}=\begin{pmatrix}1&0\\0&1\end{pmatrix}.$$

The levels $0$ and $2$ merge into the single level $1$: the bottom rises and the top falls. The starting matrix is not translation invariant, because its two diagonal entries differ, and the added potential cancels that difference.

```lean
/-- Two sites with energies 0 and 2 and no hopping have the levels 0 and 2; adding the mean-zero
potential 1, -1 leaves the single level 1. -/
theorem two_site_narrowing :
    levels (sitePotential ![(0 : ℝ), 2]) = {0, 2} ∧
      levels (sitePotential ![(0 : ℝ), 2] + sitePotential ![(1 : ℝ), -1]) = {1} := by
  have hs : sitePotential ![(0 : ℝ), 2] + sitePotential ![(1 : ℝ), -1] =
      sitePotential fun _ : Fin 2 => (1 : ℝ) := by
    ext i j
    fin_cases i <;> fin_cases j <;> norm_num [sitePotential]
  rw [hs, levels_sitePotential, levels_sitePotential]
  refine ⟨?_, Set.range_const⟩
  simp only [Matrix.range_cons, Matrix.range_empty, Set.union_empty, Set.singleton_union]

end AlloyBandEdges
```

```lean
#print axioms AlloyBandEdges.exists_band_edges
#print axioms AlloyBandEdges.spectrum_widens
#print axioms AlloyBandEdges.two_site_narrowing
```

```
'AlloyBandEdges.exists_band_edges' depends on axioms: [propext, Classical.choice, Quot.sound]
'AlloyBandEdges.spectrum_widens' depends on axioms: [propext, Classical.choice, Quot.sound]
'AlloyBandEdges.two_site_narrowing' depends on axioms: [propext, Classical.choice, Quot.sound]
```
